# The Coulomb potential of a homogeneous anisotropic dielectric is source-free away from the charge

## Derivatives along the axes

A partial derivative is taken here as an ordinary derivative in one variable: shift the point \(r\) by \(t\) along coordinate axis \(i\), and differentiate with respect to \(t\) at \(t=0\). The differential operator in Poisson's equation is then a double sum of such derivatives, taken twice, with the components of the dielectric tensor as weights. This keeps the formal statement close to the component form of Poisson's equation. It also makes the statement pointwise, which suits a potential that is singular at the position of the charge.

## Poisson's equation with a dielectric tensor

In a linear medium the displacement field is \(D=-\varepsilon\nabla\varphi\), where \(\varphi\) is the potential and \(\varepsilon\) the static dielectric tensor. Where there is no free charge, \(\nabla\cdot D=0\). If \(\varepsilon\) is the same everywhere, it can be taken outside the outer derivative, and the condition becomes

\[
\sum_{i,j}\varepsilon_{ij}\,\partial_i\partial_j\varphi(r)=0 .
\]

The claim is that the following function satisfies this equation at every \(r\neq 0\) in three dimensions:

\[
\varphi(r)=\bigl(r\cdot\varepsilon^{-1}r\bigr)^{-1/2}.
\]

The tensor is assumed to be symmetric and positive definite. Positive definiteness means physically that the electrostatic energy density, proportional to \(E\cdot\varepsilon E\), is positive for every nonzero field \(E\).

Up to a constant factor, this potential describes the long-range interaction of charged defects in an anisotropic crystal when the host is replaced by an infinite, homogeneous, linear medium. Periodic images and the neutralising background of a supercell calculation are not part of this model.

## The statement in Lean

The main theorem is `anisotropic_coulomb_source_free`. Its ingredients translate as follows.

- `ε : Matrix (Fin 3) (Fin 3) ℝ` is the dielectric tensor, constant in space. The hypothesis `ε.PosDef` contains both symmetry and positivity.
- `r : Fin 3 → ℝ` is the position relative to the charge, and `hr : r ≠ 0` excludes the charge itself.
- `x ⬝ᵥ ε⁻¹ *ᵥ x` is \(x\cdot\varepsilon^{-1}x\), called `distSq ε x` elsewhere in the file. The exponent \(-1/2\) is a real power.
- `partialD i f r` is \(\partial_i f(r)\), and `anisoLaplacian ε f r` is \(\sum_{i,j}\varepsilon_{ij}\,\partial_i\partial_j f(r)\).

Lean's `deriv` returns zero where a derivative does not exist, so the file also proves that the first and second derivatives used here do exist.

The potential carries no prefactor. A charge \(Q\) in Gaussian units would multiply it by \(Q/\sqrt{\det\varepsilon}\). The theorem does not fix this constant, because every constant multiple of \(\varphi\) satisfies the same equation away from the origin.

The general theorem, `anisoLaplacian_power`, replaces three dimensions by \(n\) and the exponent \(-1/2\) by any real \(s\). In the code `n` is the finite type of axis labels, and the dimension is the number `Fintype.card n`.

## The calculation for a general power

Write \(u=\varepsilon^{-1}r\) and \(q(r)=r\cdot\varepsilon^{-1}r=r\cdot u\). The inverse of a symmetric positive-definite matrix is again symmetric and positive definite, so \(q(r)>0\) for \(r\neq0\).

Let \(e_i\) be the unit vector along axis \(i\). By symmetry of \(\varepsilon^{-1}\) the two cross terms are equal, and

\[
q(r+te_i)=q(r)+2t\,u_i+t^2(\varepsilon^{-1})_{ii}.
\]

Hence \(\partial_i q=2u_i\). Since \(u\) is linear in \(r\), also \(\partial_i u_j=(\varepsilon^{-1})_{ji}\). The chain rule gives

\[
\partial_j q^s=2s\,q^{s-1}u_j .
\]

This holds at every nonzero point, hence in a neighbourhood of \(r\), and can be differentiated again with the product rule:

\[
\partial_i\partial_j q^s=4s(s-1)\,q^{s-2}u_iu_j+2s\,q^{s-1}(\varepsilon^{-1})_{ji}.
\]

Contraction with \(\varepsilon_{ij}\) needs two sums:

\[
\sum_{i,j}\varepsilon_{ij}u_iu_j=u\cdot\varepsilon u=u\cdot r=q,
\qquad
\sum_{i,j}\varepsilon_{ij}(\varepsilon^{-1})_{ji}=\operatorname{tr}(\varepsilon\varepsilon^{-1})=n .
\]

Therefore

\[
\sum_{i,j}\varepsilon_{ij}\,\partial_i\partial_j q^s
=4s(s-1)q^{s-1}+2sn\,q^{s-1}
=2s(2s-2+n)\,q^{s-1}.
\]

For \(n=3\) and \(s=-1/2\) the bracket is \(-1-2+3=0\), which proves the claim. More generally, \(q^{s-1}\) is positive, so for \(s\neq0\) the result vanishes exactly when \(s=1-n/2\).

The first derivatives also give the displacement field. With \(\partial_j\varphi=-q^{-3/2}u_j\),

\[
D_i=-\sum_j\varepsilon_{ij}\,\partial_j\varphi=q^{-3/2}(\varepsilon u)_i=q^{-3/2}r_i .
\]

So \(D\) points along \(r\), although the electric field \(-\nabla\varphi=q^{-3/2}u\) in general does not.

## A tensor with an off-diagonal element

Take

\[
\varepsilon=\begin{pmatrix}2&1&0\\1&2&0\\0&0&1\end{pmatrix},\qquad
\varepsilon^{-1}=\frac13\begin{pmatrix}2&-1&0\\-1&2&0\\0&0&3\end{pmatrix},\qquad
r=(2,1,0).
\]

The eigenvalues of \(\varepsilon\) are 1, 1 and 3. Here \(u=(1,0,0)\) and \(q=2\). For \(s=-1/2\) the second derivatives are \(q^{-5/2}\bigl(3u_iu_j-q(\varepsilon^{-1})_{ij}\bigr)\). In units of \(2^{-5/2}\) this gives

\[
\partial_x^2\varphi=\tfrac53,\quad
\partial_x\partial_y\varphi=\tfrac23,\quad
\partial_y^2\varphi=-\tfrac43,\quad
\partial_z^2\varphi=-2,
\]

and the other mixed derivatives vanish. The weighted sum is

\[
2\cdot\tfrac53+2\cdot\tfrac23+2\cdot\bigl(-\tfrac43\bigr)-2=0 .
\]

The ordinary Laplacian, in the same units, is \(\tfrac53-\tfrac43-2=-\tfrac53\). The potential solves the equation with the tensor in it, and not Laplace's equation.

## One and two dimensions

For \(n=1\) the source-free exponent is \(s=1/2\), and \(q^{1/2}=|x|/\sqrt{\varepsilon}\). This is linear on each side of the origin, like the potential of a charged sheet.

For \(n=2\) the condition would be \(s=0\), so no nonzero power is source-free. The logarithm \(\ln q\) takes its place: up to a constant factor and an additive constant, it is the potential of a line charge. It reduces to the familiar logarithm of the distance when \(\varepsilon\) is isotropic.

## The complete file

```lean
import Mathlib

open Matrix Filter Topology

namespace AnisotropicCoulomb

noncomputable section

variable {n : Type*} [Fintype n] [DecidableEq n]

/-- The squared distance `r · ε⁻¹ r` measured with the inverse of an invertible
dielectric tensor `ε`. -/
def distSq (ε : Matrix n n ℝ) (r : n → ℝ) : ℝ := r ⬝ᵥ ε⁻¹ *ᵥ r

/-- The partial derivative of a scalar field `f` at `r` along the coordinate axis `i`. -/
def partialD (i : n) (f : (n → ℝ) → ℝ) (r : n → ℝ) : ℝ :=
  deriv (fun t : ℝ => f (r + t • (Pi.single i 1 : n → ℝ))) 0

/-- The operator `∑ i j, ε i j ∂ᵢ ∂ⱼ` of the Poisson equation in a homogeneous
anisotropic dielectric. -/
def anisoLaplacian (ε : Matrix n n ℝ) (f : (n → ℝ) → ℝ) (r : n → ℝ) : ℝ :=
  ∑ i, ∑ j, ε i j * partialD i (partialD j f) r

/-- For a positive-definite dielectric tensor the squared distance `r · ε⁻¹ r` is
positive at every nonzero `r`. -/
theorem distSq_pos {ε : Matrix n n ℝ} (hε : ε.PosDef) {r : n → ℝ} (hr : r ≠ 0) :
    0 < distSq ε r := by
  have h := hε.inv.dotProduct_mulVec_pos hr
  simpa [distSq] using h

/-- For a positive-definite dielectric tensor, the derivative of `r · ε⁻¹ r` along
the axis `i` is `2 (ε⁻¹ r)ᵢ`. -/
theorem hasDerivAt_distSq {ε : Matrix n n ℝ} (hε : ε.PosDef) (r : n → ℝ) (i : n) :
    HasDerivAt (fun t : ℝ => distSq ε (r + t • (Pi.single i 1 : n → ℝ)))
      (2 * (ε⁻¹ *ᵥ r) i) 0 := by
  have hT : (ε⁻¹)ᵀ = ε⁻¹ := by
    ext a b
    simpa using hε.inv.isHermitian.apply a b
  -- symmetry of the tensor makes the two cross terms equal
  have hcross : r ⬝ᵥ ε⁻¹ *ᵥ (Pi.single i 1 : n → ℝ) = (ε⁻¹ *ᵥ r) i := by
    rw [Matrix.dotProduct_mulVec, ← Matrix.mulVec_transpose, hT, dotProduct_comm,
      single_dotProduct, one_mul]
  have hexp : (fun t : ℝ => distSq ε (r + t • (Pi.single i 1 : n → ℝ))) =
      fun t : ℝ => distSq ε r + t * (2 * (ε⁻¹ *ᵥ r) i)
        + t ^ 2 * (ε⁻¹ *ᵥ (Pi.single i 1 : n → ℝ)) i := by
    funext t
    simp only [distSq, Matrix.mulVec_add, Matrix.mulVec_smul, add_dotProduct,
      dotProduct_add, smul_dotProduct, dotProduct_smul, hcross, single_dotProduct,
      smul_eq_mul, one_mul]
    ring
  rw [hexp]
  have h1 := (hasDerivAt_id' (0 : ℝ)).mul_const (2 * (ε⁻¹ *ᵥ r) i)
  have h2 := ((hasDerivAt_id' (0 : ℝ)).fun_pow 2).mul_const
    ((ε⁻¹ *ᵥ (Pi.single i 1 : n → ℝ)) i)
  exact ((h1.const_add (distSq ε r)).fun_add h2).congr_deriv (by simp)

/-- For positive-definite `ε` and `r ≠ 0`, any real power `s` of `r · ε⁻¹ r` has the
derivative `2 s (r · ε⁻¹ r)^(s-1) (ε⁻¹ r)ᵢ` along the axis `i`. -/
theorem hasDerivAt_power {ε : Matrix n n ℝ} (hε : ε.PosDef) (s : ℝ) {r : n → ℝ}
    (hr : r ≠ 0) (i : n) :
    HasDerivAt (fun t : ℝ => distSq ε (r + t • (Pi.single i 1 : n → ℝ)) ^ s)
      (2 * s * distSq ε r ^ (s - 1) * (ε⁻¹ *ᵥ r) i) 0 := by
  have hq := (distSq_pos hε hr).ne'
  refine ((hasDerivAt_distSq hε r i).rpow_const (p := s)
    (Or.inl (by simpa only [zero_smul, add_zero] using hq))).congr_deriv ?_
  simp only [zero_smul, add_zero]
  ring

/-- For positive-definite `ε` and `r ≠ 0`, the second partial derivatives of
`(r · ε⁻¹ r)^s` exist and are given by the stated formula. -/
theorem hasDerivAt_partialD_power {ε : Matrix n n ℝ} (hε : ε.PosDef) (s : ℝ)
    {r : n → ℝ} (hr : r ≠ 0) (i j : n) :
    HasDerivAt (fun t : ℝ => partialD j (fun x => distSq ε x ^ s)
        (r + t • (Pi.single i 1 : n → ℝ)))
      (4 * s * (s - 1) * distSq ε r ^ (s - 2) * ((ε⁻¹ *ᵥ r) i * (ε⁻¹ *ᵥ r) j)
        + 2 * s * distSq ε r ^ (s - 1) * ε⁻¹ j i) 0 := by
  have hlin : HasDerivAt
      (fun t : ℝ => (ε⁻¹ *ᵥ (r + t • (Pi.single i 1 : n → ℝ))) j) (ε⁻¹ j i) 0 := by
    have he : (fun t : ℝ => (ε⁻¹ *ᵥ (r + t • (Pi.single i 1 : n → ℝ))) j) =
        fun t : ℝ => (ε⁻¹ *ᵥ r) j + t * ε⁻¹ j i := by
      funext t
      simp [Matrix.mulVec_add, Matrix.mulVec_smul]
    rw [he]
    exact (((hasDerivAt_id' (0 : ℝ)).mul_const (ε⁻¹ j i)).const_add _).congr_deriv
      (by simp)
  have hprod := ((hasDerivAt_power hε (s - 1) hr i).const_mul (2 * s)).fun_mul hlin
  -- the formula for the first derivative holds in a neighbourhood of `r`
  have hc : Continuous (fun t : ℝ => r + t • (Pi.single i 1 : n → ℝ)) := by fun_prop
  have hne : ∀ᶠ t in 𝓝 (0 : ℝ), r + t • (Pi.single i 1 : n → ℝ) ≠ 0 :=
    hc.continuousAt.eventually_ne (by simpa only [zero_smul, add_zero] using hr)
  refine (hprod.congr_of_eventuallyEq
    (hne.mono fun t ht => (hasDerivAt_power hε s ht j).deriv)).congr_deriv ?_
  simp only [zero_smul, add_zero]
  rw [show s - 1 - 1 = s - 2 by ring]
  ring

/-- In `n` dimensions, for positive-definite `ε` and `r ≠ 0`, the anisotropic Laplacian
of `(r · ε⁻¹ r)^s` is `2 s (2 s - 2 + n) (r · ε⁻¹ r)^(s-1)`. -/
theorem anisoLaplacian_power {ε : Matrix n n ℝ} (hε : ε.PosDef) (s : ℝ) {r : n → ℝ}
    (hr : r ≠ 0) :
    anisoLaplacian ε (fun x => distSq ε x ^ s) r =
      2 * s * (2 * s - 2 + Fintype.card n) * distSq ε r ^ (s - 1) := by
  have hu : IsUnit ε.det := hε.det_pos.ne'.isUnit
  -- the gradient term contracts to the squared distance
  have h1 : ∑ i, ∑ j, ε i j * ((ε⁻¹ *ᵥ r) i * (ε⁻¹ *ᵥ r) j) = distSq ε r := by
    calc _ = (ε⁻¹ *ᵥ r) ⬝ᵥ ε *ᵥ (ε⁻¹ *ᵥ r) := by
          simp only [dotProduct, Matrix.mulVec, Finset.mul_sum]
          refine Finset.sum_congr rfl fun i _ => Finset.sum_congr rfl fun j _ => ?_
          simp only [← Finset.mul_sum]
          ring
      _ = distSq ε r := by
          rw [Matrix.mulVec_mulVec, Matrix.mul_nonsing_inv _ hu, Matrix.one_mulVec,
            dotProduct_comm, distSq]
  -- the remaining term contracts to the dimension
  have h2 : ∑ i, ∑ j, ε i j * ε⁻¹ j i = (Fintype.card n : ℝ) := by
    calc _ = Matrix.trace (ε * ε⁻¹) := by
          simp only [Matrix.trace, Matrix.diag_apply, Matrix.mul_apply]
      _ = _ := by rw [Matrix.mul_nonsing_inv _ hu, Matrix.trace_one]
  have hp : distSq ε r ^ (s - 1) = distSq ε r ^ (s - 2) * distSq ε r := by
    rw [← Real.rpow_add_one (distSq_pos hε hr).ne', show s - 2 + 1 = s - 1 by ring]
  calc _ = 4 * s * (s - 1) * distSq ε r ^ (s - 2)
            * (∑ i, ∑ j, ε i j * ((ε⁻¹ *ᵥ r) i * (ε⁻¹ *ᵥ r) j))
          + 2 * s * distSq ε r ^ (s - 1) * (∑ i, ∑ j, ε i j * ε⁻¹ j i) := by
        rw [anisoLaplacian, Finset.mul_sum, Finset.mul_sum, ← Finset.sum_add_distrib]
        refine Finset.sum_congr rfl fun i _ => ?_
        rw [Finset.mul_sum, Finset.mul_sum, ← Finset.sum_add_distrib]
        refine Finset.sum_congr rfl fun j _ => ?_
        rw [partialD, (hasDerivAt_partialD_power hε s hr i j).deriv]
        ring
    _ = _ := by
        rw [h1, h2, hp]
        ring

/-- In three dimensions, for a positive-definite dielectric tensor, the potential
`(r · ε⁻¹ r)^(-1/2)` satisfies `∑ i j, ε i j ∂ᵢ ∂ⱼ φ = 0` at every nonzero `r`. -/
theorem anisotropic_coulomb_source_free {ε : Matrix (Fin 3) (Fin 3) ℝ} (hε : ε.PosDef)
    {r : Fin 3 → ℝ} (hr : r ≠ 0) :
    anisoLaplacian ε (fun x => (x ⬝ᵥ ε⁻¹ *ᵥ x) ^ (-1 / 2 : ℝ)) r = 0 := by
  have h := anisoLaplacian_power hε (-1 / 2) hr
  rw [Fintype.card_fin] at h
  exact h.trans (by norm_num)

/-- For positive-definite `ε`, `r ≠ 0` and `s ≠ 0`, the power `(r · ε⁻¹ r)^s` is
source-free at `r` in `n` dimensions exactly when `s = 1 - n/2`. -/
theorem source_free_iff {ε : Matrix n n ℝ} (hε : ε.PosDef) {s : ℝ} (hs : s ≠ 0)
    {r : n → ℝ} (hr : r ≠ 0) :
    anisoLaplacian ε (fun x => distSq ε x ^ s) r = 0 ↔
      s = 1 - (Fintype.card n : ℝ) / 2 := by
  have hq : distSq ε r ^ (s - 1) ≠ 0 := (Real.rpow_pos_of_pos (distSq_pos hε hr) _).ne'
  rw [anisoLaplacian_power hε s hr]
  constructor
  · intro h
    have h' := (mul_eq_zero.1 h).resolve_right hq
    have h'' := (mul_eq_zero.1 h').resolve_left (mul_ne_zero two_ne_zero hs)
    linarith
  · intro h
    have h' : 2 * s - 2 + (Fintype.card n : ℝ) = 0 := by linarith
    rw [h', mul_zero, zero_mul]

/-- For positive-definite `ε` and `r ≠ 0`, the displacement field `-ε ∇φ` of
`φ = (r · ε⁻¹ r)^(-1/2)` is `(r · ε⁻¹ r)^(-3/2) r`, which points along `r`. -/
theorem displacement_radial {ε : Matrix (Fin 3) (Fin 3) ℝ} (hε : ε.PosDef)
    {r : Fin 3 → ℝ} (hr : r ≠ 0) (i : Fin 3) :
    -∑ j, ε i j * partialD j (fun x => distSq ε x ^ (-1 / 2 : ℝ)) r =
      distSq ε r ^ (-3 / 2 : ℝ) * r i := by
  have hu : IsUnit ε.det := hε.det_pos.ne'.isUnit
  have h1 : ∑ j, ε i j * (ε⁻¹ *ᵥ r) j = r i := by
    change (ε *ᵥ (ε⁻¹ *ᵥ r)) i = r i
    rw [Matrix.mulVec_mulVec, Matrix.mul_nonsing_inv _ hu, Matrix.one_mulVec]
  rw [← h1, Finset.mul_sum, ← Finset.sum_neg_distrib]
  refine Finset.sum_congr rfl fun j _ => ?_
  rw [partialD, (hasDerivAt_power hε (-1 / 2) hr j).deriv,
    show (-1 / 2 - 1 : ℝ) = -3 / 2 by norm_num]
  ring

end

end AnisotropicCoulomb
```

```lean
#print axioms AnisotropicCoulomb.anisotropic_coulomb_source_free
#print axioms AnisotropicCoulomb.source_free_iff
#print axioms AnisotropicCoulomb.displacement_radial
```

```
'AnisotropicCoulomb.anisotropic_coulomb_source_free' depends on axioms: [propext, Classical.choice, Quot.sound]
'AnisotropicCoulomb.source_free_iff' depends on axioms: [propext, Classical.choice, Quot.sound]
'AnisotropicCoulomb.displacement_radial' depends on axioms: [propext, Classical.choice, Quot.sound]
```

## From the quadratic form to the second derivatives

`distSq_pos` obtains \(q>0\) from the positive definiteness of the inverse matrix. `hasDerivAt_distSq` then proves \(\partial_iq=2u_i\). Its step `hcross` uses symmetry to identify the cross term with \(u_i\), and `hexp` is the quadratic polynomial in \(t\) displayed above, which is differentiated term by term.

`hasDerivAt_power` is the chain rule for \(q^s\). The rule for real powers is applied with a nonzero base, and this is where \(r\neq0\) enters.

`hasDerivAt_partialD_power` takes the second derivative. The step `hlin` is \(\partial_iu_j=(\varepsilon^{-1})_{ji}\), and `hprod` combines it with the derivative of \(q^{s-1}\) by the product rule. The first-derivative formula is known only at nonzero points, so `hne` shows that \(r+te_i\) stays nonzero for small \(t\). The function being differentiated therefore agrees with the formula near \(t=0\), and `congr_of_eventuallyEq` carries the derivative over.

## Contraction and its consequences

In `anisoLaplacian_power`, `h1` is the contraction to \(q\) and `h2` is the trace that gives \(n\). Both use \(\varepsilon\varepsilon^{-1}=1\), which is available because a positive-definite matrix has positive determinant. The step `hp` writes \(q^{s-1}=q^{s-2}q\), so that the two terms share a common power. The last calculation splits the double sum into these two contractions, and `ring` collects the coefficient.

`anisotropic_coulomb_source_free` inserts \(s=-1/2\) and \(n=3\), after which `norm_num` finds that the coefficient is zero. `source_free_iff` cancels the nonzero factors \(2s\) and \(q^{s-1}\) and solves the remaining linear equation for \(s\). `displacement_radial` needs only the first derivatives and the identity \(\varepsilon u=r\), proved there as `h1`.
